# Given a Milne amplitude and phase on an open interval, every solution of $y''+Qy=0$ is $A\,w\sin(\theta+d)$

Let $s$ be a set of real numbers and $Q$ a real function. For one partial wave of a particle of mass $\mu$, energy $E$ and angular momentum $l$ in a local potential $V$, with $x$ the radius and $y$ the radial wave function multiplied by $x$,
$$Q(x)=\frac{2\mu}{\hbar^2}\,(E-V(x))-\frac{l(l+1)}{x^2},\qquad s=(0,\infty).$$

In Lean 4 with Mathlib:

```lean
import Mathlib

open Real

namespace MilnePhaseAmplitude
```

A solution is a pair: the function $y$ and its slope $y'$. `HasDerivAt y (y' x) x` says that $y$ has derivative $y'(x)$ at $x$, and a second such statement gives $y''=-Qy$. Continuity of $Q$ is not assumed separately, but a finite step of $Q$ inside $s$, as at the edge of a square well, is not covered: a derivative cannot jump, so $y''$ does not exist at the step unless $y$ vanishes there.

```lean
/-- The function `y`, with slope `y'`, solves the radial wave equation `y'' + Q y = 0` on `s`. -/
def IsSolution (s : Set ℝ) (Q y y' : ℝ → ℝ) : Prop :=
  ∀ x ∈ s, HasDerivAt y (y' x) x ∧ HasDerivAt y' (-(Q x * y x)) x
```

A Milne amplitude $w$, with slope $w'$, and a phase $\theta$ satisfy, on $s$,
$$w>0,\qquad w''+Qw=\frac1{w^3},\qquad \theta'=\frac1{w^2}.$$
The numerators fix the normalisation. For constant $Q=k^2$ with $k>0$, one choice is $w=k^{-1/2}$ and $\theta=kx$.

```lean
/-- On `s` the amplitude `w`, with slope `w'`, is positive and obeys Milne's equation
`w'' + Q w = 1 / w ^ 3`, and the phase `θ` obeys `θ' = 1 / w ^ 2`. -/
def IsMilne (s : Set ℝ) (Q w w' θ : ℝ → ℝ) : Prop :=
  ∀ x ∈ s, 0 < w x ∧ HasDerivAt w (w' x) x ∧
    HasDerivAt w' (1 / w x ^ 3 - Q x * w x) x ∧ HasDerivAt θ (1 / w x ^ 2) x
```

From these come the wave $A\,w\sin(\theta+d)$, with constants $A$ and $d$, and its slope.

```lean
/-- The phase-amplitude wave `A w sin (θ + d)`. -/
noncomputable def milneWave (w θ : ℝ → ℝ) (A d x : ℝ) : ℝ :=
  A * w x * sin (θ x + d)

/-- The slope `A (w' sin (θ + d) + cos (θ + d) / w)` of the phase-amplitude wave,
meant for points where `w` is nonzero. -/
noncomputable def milneSlope (w w' θ : ℝ → ℝ) (A d x : ℝ) : ℝ :=
  A * (w' x * sin (θ x + d) + cos (θ x + d) / w x)
```

The Wronskian has the sign convention $W(u,v)=uv'-u'v$.

```lean
/-- The Wronskian `u v' - u' v` of two functions with slopes `u'` and `v'`. -/
def wronskian (u u' v v' : ℝ → ℝ) (x : ℝ) : ℝ :=
  u x * v' x - u' x * v x
```

## The amplitude and phase equations cancel two different terms

The phase equation makes the local wavenumber $\theta'$ inversely proportional to the squared amplitude, as a constant flux of the complex wave $w\,e^{i\theta}$ requires. Milne's equation then governs the amplitude, with the values of $w>0$ and $w'$ at one point free to choose. Write $\varphi=\theta+d$, so $\varphi'=1/w^2$. For $y=A\,w\sin\varphi$,
$$y'=A\left(w'\sin\varphi+\frac{\cos\varphi}{w}\right),$$
$$y''=A\left(w''\sin\varphi+\frac{w'\cos\varphi}{w^2}-\frac{\sin\varphi}{w^3}-\frac{w'\cos\varphi}{w^2}\right)=A\left(w''-\frac1{w^3}\right)\sin\varphi=-Qy.$$

The proof takes the same route. The product, quotient and chain rules produce a derivative, `congr_deriv` asks that it equal the desired one, and `field_simp` and `ring` settle the algebra.

```lean
variable {s : Set ℝ} {Q w w' θ : ℝ → ℝ}

/-- For a Milne amplitude and phase, `A w sin (θ + d)` solves the wave equation for all
constants `A` and `d`. -/
theorem milneWave_isSolution (h : IsMilne s Q w w' θ) (A d : ℝ) :
    IsSolution s Q (milneWave w θ A d) (milneSlope w w' θ A d) := by
  intro x hx
  obtain ⟨hw, h1, h2, h3⟩ := h x hx
  have hne : w x ≠ 0 := hw.ne'
  have hp := h3.add_const d
  constructor
  · refine ((h1.const_mul A).fun_mul hp.sin).congr_deriv ?_
    simp only [milneSlope]
    field_simp
  · -- the terms in `1 / w ^ 3` and in `w' / w ^ 2` cancel
    refine (((h2.fun_mul hp.sin).fun_add (hp.cos.fun_div h1 hne)).const_mul A).congr_deriv ?_
    simp only [milneWave]
    field_simp
    ring
```

Without Milne's equation, a remainder $A\,(w''+Qw-1/w^3)\sin\varphi$ is left in $y''+Qy$. The WKB amplitude $w=Q^{-1/4}$, for smooth $Q>0$, has $Qw=1/w^3$, so its remainder is $A\,w''\sin\varphi$. If instead the phase obeyed $\theta'=c/w^2$ with a constant $c$, the cosine terms would still cancel, but $A(1-c^2)\sin\varphi/w^3$ would remain.

## The Wronskian of two waves depends only on their constants

Positivity means that the nodes of the wave are carried by the sine alone. By hand it permits every division by $w$. For two waves with constants $A,d$ and $B,e$, put $\alpha=\theta+d$ and $\beta=\theta+e$. The terms in $w'$ cancel, and
$$W=AB\,(\sin\alpha\cos\beta-\cos\alpha\sin\beta)=AB\sin(d-e).$$

This step needs only $w(x)\neq0$, which enters the proof as $w\,w^{-1}=1$; `linear_combination` multiplies that identity by the right factor.

```lean
/-- Where `w` is nonzero, two phase-amplitude waves with amplitudes `A`, `B` and phase
shifts `d`, `e` have Wronskian `A B sin (d - e)`. -/
theorem wronskian_milneWave (A B d e : ℝ) {x : ℝ} (hw : w x ≠ 0) :
    wronskian (milneWave w θ A d) (milneSlope w w' θ A d)
      (milneWave w θ B e) (milneSlope w w' θ B e) x = A * B * sin (d - e) := by
  have hd : d - e = (θ x + d) - (θ x + e) := by ring
  have hi : w x * (w x)⁻¹ = 1 := mul_inv_cancel₀ hw
  rw [hd, sin_sub]
  simp only [wronskian, milneWave, milneSlope]
  linear_combination A * B * (sin (θ x + d) * cos (θ x + e)
    - cos (θ x + d) * sin (θ x + e)) * hi
```

At a zero of $w$, both $1/w^2$ and $1/w^3$ would diverge. An amplitude that was negative throughout would do no harm, since its sign could be absorbed in $A$; the positive sign is a convention.

## One equation on one connected interval gives one constant

Two solutions $u$ and $v$ for the same mass, energy, angular momentum and potential share one $Q$. Then
$$W'=u'v'+uv''-u''v-u'v'=-Quv+Quv=0.$$
With different functions $Q_u$ and $Q_v$ the derivative would be $(Q_u-Q_v)uv$. Twice differentiability matters too: where one function has a kink and the other is smooth and non-zero, the Wronskian jumps. For two solutions with the same delta potential the two kinks cancel in the Wronskian, but the theorem below does not cover that case.

The set $s$ has to be connected for a zero derivative to mean one constant. On $(0,1)\cup(2,3)$ a solution can be a non-zero wave on the first part and zero on the second, and no single pair $A,d$ describes both.

```lean
/-- On an open interval the Wronskian of two solutions of the same wave equation is constant. -/
theorem wronskian_const (hs : IsOpen s) (hc : IsPreconnected s) {u u' v v' : ℝ → ℝ}
    (hu : IsSolution s Q u u') (hv : IsSolution s Q v v') :
    ∃ c, ∀ x ∈ s, wronskian u u' v v' x = c := by
  have key : ∀ x ∈ s, HasDerivAt (wronskian u u' v v') 0 x := fun x hx =>
    (((hu x hx).1.fun_mul (hv x hx).2).fun_sub
      ((hu x hx).2.fun_mul (hv x hx).1)).congr_deriv (by ring)
  rcases s.eq_empty_or_nonempty with rfl | ⟨z, hz⟩
  · exact ⟨0, fun x hx => hx.elim⟩
  · exact ⟨wronskian u u' v v' z, fun x hx => hs.is_const_of_deriv_eq_zero hc
      (fun t ht => (key t ht).differentiableAt.differentiableWithinAt)
      (fun t ht => (key t ht).deriv) hx hz⟩
```

The proof turns on Mathlib's `IsOpen.is_const_of_deriv_eq_zero`, called here as `hs.is_const_of_deriv_eq_zero`. It takes an open, preconnected set and a function that is differentiable there with zero derivative, and returns equality of the function's values at any two points of the set. Differentiability is a separate input because Mathlib's `deriv` is zero by convention where no derivative exists. The statement `key` supplies both inputs. On the real line, `IsOpen s` and `IsPreconnected s` together describe an open interval, bounded or not; the empty set is allowed and handled separately.

## Two Wronskians fix the amplitude and the phase shift

Set $S=w\sin\theta$ and $C=w\cos\theta$. Both are solutions, with $d=0$ and $d=\pi/2$, and $W(C,S)=\sin(\pi/2)=1$. The opposite order would give $-1$.

```lean
/-- For a Milne amplitude and phase, `w sin θ` and `w cos θ` solve the wave equation, and the
Wronskian of the cosine wave with the sine wave is 1. -/
theorem sin_cos_basis (h : IsMilne s Q w w' θ) :
    IsSolution s Q (fun x => w x * sin (θ x)) (fun x => w' x * sin (θ x) + cos (θ x) / w x) ∧
    IsSolution s Q (fun x => w x * cos (θ x)) (fun x => w' x * cos (θ x) - sin (θ x) / w x) ∧
    ∀ x ∈ s, wronskian (fun x => w x * cos (θ x)) (fun x => w' x * cos (θ x) - sin (θ x) / w x)
      (fun x => w x * sin (θ x)) (fun x => w' x * sin (θ x) + cos (θ x) / w x) x = 1 := by
  refine ⟨?_, ?_, fun x hx => ?_⟩
  · convert milneWave_isSolution h 1 0 using 1
    · funext x; simp [milneWave]
    · funext x; simp [milneSlope]
  · -- the cosine wave is the sine wave shifted by a quarter period
    convert milneWave_isSolution h 1 (π / 2) using 1
    · funext x; simp [milneWave, sin_add_pi_div_two]
    · funext x
      simp only [milneSlope, sin_add_pi_div_two, cos_add_pi_div_two]
      ring
  · have hi : w x * (w x)⁻¹ = 1 := mul_inv_cancel₀ (h x hx).1.ne'
    simp only [wronskian]
    linear_combination (sin (θ x) ^ 2 + cos (θ x) ^ 2) * hi + sin_sq_add_cos_sq (θ x)
```

For any solution $y$, the numbers $a=W(C,y)$ and $b=W(y,S)$ are constants. Expanding,
$$aS+bC=(Cy'-C'y)S+(yS'-y'S)C=y\,(CS'-C'S)=y,$$
$$aS'+bC'=(Cy'-C'y)S'+(yS'-y'S)C'=y'\,(CS'-C'S)=y'.$$
Write $a=A\cos d$ and $b=A\sin d$ with $A=\sqrt{a^2+b^2}\ge0$. The addition formula gives
$$y=A\,w\,(\sin\theta\cos d+\cos\theta\sin d)=A\,w\sin(\theta+d),$$
and in the same way $y'$ is the slope of that wave.

The proof takes $A$ and $d$ as the norm and argument of the complex number $a+ib$. Each `linear_combination` is one of the two expansions above.

```lean
/-- Milne's phase-amplitude theorem: on an open interval with a Milne amplitude and phase, every
solution of the wave equation is `A w sin (θ + d)` with constants `A ≥ 0` and `d`, and its slope
is the slope of that wave. -/
theorem milne_general_solution (hs : IsOpen s) (hc : IsPreconnected s)
    (h : IsMilne s Q w w' θ) {y y' : ℝ → ℝ} (hy : IsSolution s Q y y') :
    ∃ A d : ℝ, 0 ≤ A ∧ ∀ x ∈ s,
      y x = A * w x * sin (θ x + d) ∧ y' x = milneSlope w w' θ A d x := by
  obtain ⟨hS, hC, hW⟩ := sin_cos_basis h
  -- the coefficients of `y` in the basis are Wronskians
  obtain ⟨a, ha⟩ := wronskian_const hs hc hC hy
  obtain ⟨b, hb⟩ := wronskian_const hs hc hy hS
  -- polar form of the coefficient pair
  have hA : ‖(⟨a, b⟩ : ℂ)‖ * cos (Complex.arg ⟨a, b⟩) = a := Complex.norm_mul_cos_arg _
  have hB : ‖(⟨a, b⟩ : ℂ)‖ * sin (Complex.arg ⟨a, b⟩) = b := Complex.norm_mul_sin_arg _
  refine ⟨‖(⟨a, b⟩ : ℂ)‖, Complex.arg ⟨a, b⟩, norm_nonneg _, fun x hx => ?_⟩
  have ha := ha x hx
  have hb := hb x hx
  have hW := hW x hx
  simp only [wronskian] at ha hb hW
  simp only [milneSlope, sin_add, cos_add]
  constructor
  · linear_combination (w x * sin (θ x)) * (ha - hA) + (w x * cos (θ x)) * (hb - hB) - y x * hW
  · linear_combination (w' x * sin (θ x) + cos (θ x) / w x) * (ha - hA)
      + (w' x * cos (θ x) - sin (θ x) / w x) * (hb - hB) - y' x * hW
```

No existence or uniqueness theorem for differential equations is used. The result concerns a single channel with a real local potential. The value of $d$ depends on the choice of $w$ and $\theta$, so it is not in general the scattering phase shift.

In a program, $w$ can be integrated along the radial grid from a WKB starting value in a region where $Q$ is positive and varies slowly, while $\theta$ is accumulated by quadrature of $1/w^2$. If another routine supplies $y$ and $y'$ at a matching radius, the constants follow from
$$A\sin(\theta+d)=\frac{y}{w},\qquad A\cos(\theta+d)=w\,y'-w'y,$$
with a two-argument arctangent for the angle. Repeating the match at other radii should return the same $A$, and the same $d$ up to multiples of $2\pi$; any drift measures numerical error.

## Interior nodes and a non-zero wave quantise the phase

Suppose $y$ vanishes at $x_1$ and $x_2$ in $s$, as at two hard walls when the equation is continued past them, and is not identically zero on $s$. Then $A\neq0$, and since $w>0$,
$$\theta(x_1)+d=m\pi,\qquad\theta(x_2)+d=n\pi$$
for integers $m,n$. Hence $\theta(x_2)-\theta(x_1)=(n-m)\pi$. Without the condition that $y$ be non-zero somewhere, the zero function would have nodes everywhere and the phase would be unrestricted.

Conversely, let the phase difference be $n\pi$. The wave $w\sin(\theta-\theta(x_1))$ vanishes at both points, and its slope at $x_1$ is $1/w(x_1)>0$, so it is non-zero at nearby points.

Openness of $s$ guarantees that those nearby points belong to $s$. On a single-point set the equivalence would fail: the phase difference is zero, yet no function can both vanish and be non-zero at that point. For the general solution openness is less essential, since continuity would carry the constant Wronskian to an end point.

```lean
/-- Milne's quantisation condition: on an open interval with a Milne amplitude and phase, a
solution that is not identically zero and vanishes at both `x₁` and `x₂` exists exactly when
the phase accumulated between these points is an integer multiple of `π`. -/
theorem milne_quantisation (hs : IsOpen s) (hc : IsPreconnected s)
    (h : IsMilne s Q w w' θ) {x₁ x₂ : ℝ} (h₁ : x₁ ∈ s) (h₂ : x₂ ∈ s) :
    (∃ y y' : ℝ → ℝ, IsSolution s Q y y' ∧ y x₁ = 0 ∧ y x₂ = 0 ∧ ∃ x ∈ s, y x ≠ 0) ↔
      ∃ n : ℤ, θ x₂ - θ x₁ = n * π := by
  constructor
  · rintro ⟨y, y', hy, hy₁, hy₂, z, hz, hyz⟩
    obtain ⟨A, d, -, hAd⟩ := milne_general_solution hs hc h hy
    have hA : A ≠ 0 := by
      rintro rfl
      exact hyz (by rw [(hAd z hz).1]; ring)
    -- a node of `y` is a zero of the sine
    have node : ∀ x ∈ s, y x = 0 → ∃ n : ℤ, (n : ℝ) * π = θ x + d := by
      intro x hx h0
      rw [(hAd x hx).1] at h0
      exact sin_eq_zero_iff.mp
        ((mul_eq_zero.mp h0).resolve_left (mul_ne_zero hA (h x hx).1.ne'))
    obtain ⟨m, hm⟩ := node x₁ h₁ hy₁
    obtain ⟨n, hn⟩ := node x₂ h₂ hy₂
    refine ⟨n - m, ?_⟩
    push_cast
    linear_combination hm - hn
  · rintro ⟨n, hn⟩
    have hsol := milneWave_isSolution h 1 (-θ x₁)
    refine ⟨_, _, hsol, by simp [milneWave], ?_, ?_⟩
    · simp only [milneWave, ← sub_eq_add_neg, hn, sin_int_mul_pi, mul_zero]
    · -- the wave leaves its first node with slope `1 / w`, so it is not identically zero
      by_contra hcon
      have hzero : ∀ x ∈ s, milneWave w θ 1 (-θ x₁) x = 0 := fun x hx =>
        by_contra fun hne => hcon ⟨x, hx, hne⟩
      have he : milneWave w θ 1 (-θ x₁) =ᶠ[nhds x₁] fun _ => (0 : ℝ) :=
        Filter.eventually_of_mem (hs.mem_nhds h₁) hzero
      have h0 := (hsol x₁ h₁).1.unique
        ((hasDerivAt_const x₁ (0 : ℝ)).congr_of_eventuallyEq he)
      simp only [milneSlope, add_neg_cancel, sin_zero, cos_zero, mul_zero, zero_add,
        one_mul] at h0
      exact (one_div_pos.mpr (h x₁ h₁).1).ne' h0
```

In the forward half, `node` turns each zero of $y$ into a zero of the sine. In the converse half, a wave that vanished throughout $s$ would have slope zero at $x_1$, and uniqueness of derivatives contradicts the value $1/w(x_1)$.

The points may coincide or come in either order, so $n$ may be zero or negative. Both must lie inside $s$: boundary conditions at the origin of a radial problem or at infinity are not covered.

## A Milne pair is assumed, and free motion at zero energy supplies one

The phase-amplitude theorems take $w$ and $\theta$ as given and do not construct them for a general $Q$. For continuous $Q$ on an open interval a pair always exists, by a standard argument that is not formalised here: take two solutions $u$ and $v$ with $W(u,v)=1$, set $w=\sqrt{u^2+v^2}$, and let $\theta$ be an antiderivative of $1/w^2$.

For $Q=0$ on the whole line, take $w=\sqrt{1+x^2}$ and $\theta=\arctan x$. Then
$$w'=\frac{x}{w},\qquad w''=\frac{w-x^2/w}{w^2}=\frac{w^2-x^2}{w^3}=\frac1{w^3},\qquad\theta'=\frac1{1+x^2}=\frac1{w^2}.$$
In the proof, `alg` is the middle computation, with $r$ standing for the square root.

```lean
/-- For `Q = 0` on the whole line, `w = √(1 + x ^ 2)` and `θ = arctan x` are a Milne amplitude
and phase. -/
theorem isMilne_witness :
    IsMilne Set.univ (fun _ => 0) (fun x => √(1 + x ^ 2)) (fun x => x / √(1 + x ^ 2)) arctan := by
  intro x _
  have hpos : 0 < 1 + x ^ 2 := by positivity
  have hr : 0 < √(1 + x ^ 2) := sqrt_pos.mpr hpos
  have hsq : √(1 + x ^ 2) ^ 2 = 1 + x ^ 2 := sq_sqrt hpos.le
  have h0 : HasDerivAt (fun t : ℝ => 1 + t ^ 2) (2 * x) x := by
    simpa using (hasDerivAt_pow 2 x).const_add 1
  have h1 : HasDerivAt (fun t : ℝ => √(1 + t ^ 2)) (x / √(1 + x ^ 2)) x :=
    (h0.sqrt hpos.ne').congr_deriv (mul_div_mul_left _ _ two_ne_zero)
  have alg : ∀ r : ℝ, 0 < r → r ^ 2 = 1 + x ^ 2 →
      (1 * r - x * (x / r)) / r ^ 2 = 1 / r ^ 3 - 0 * r := by
    intro r hr h
    have hne : r ≠ 0 := hr.ne'
    field_simp
    linarith
  refine ⟨hr, h1, ((hasDerivAt_id' x).fun_div h1 hr.ne').congr_deriv (alg _ hr hsq), ?_⟩
  exact (hasDerivAt_arctan x).congr_deriv (by rw [hsq])

end MilnePhaseAmplitude
```

Here $w\cos\theta=1$ and $w\sin\theta=x$, so the waves are the straight lines. The phase difference between two distinct points is non-zero and smaller than $\pi$ in size, which matches the fact that a line other than the zero function vanishes at most once.

```lean
#print axioms MilnePhaseAmplitude.wronskian_milneWave
#print axioms MilnePhaseAmplitude.milne_general_solution
#print axioms MilnePhaseAmplitude.milne_quantisation
```

```
'MilnePhaseAmplitude.wronskian_milneWave' depends on axioms: [propext, Classical.choice, Quot.sound]
'MilnePhaseAmplitude.milne_general_solution' depends on axioms: [propext, Classical.choice, Quot.sound]
'MilnePhaseAmplitude.milne_quantisation' depends on axioms: [propext, Classical.choice, Quot.sound]
```
